# With hopping coefficient +1 and zero on-site energy, the nearest-neighbour fcc s-band fills exactly [−4, 12]

Measure lengths in half the cubic lattice constant. The sites of the face-centred cubic lattice are then the integer triples \((l,m,n)\) with even coordinate sum. Each site carries one s orbital with on-site energy zero, orbitals on different sites are orthonormal, and the model is non-interacting.

```lean
import Mathlib

open Complex (I)

namespace FccTightBinding

noncomputable section
```

The hopping operator sums the amplitude \(\psi\) over the twelve nearest neighbours, with coefficient \(+1\). With the common convention \(-t\), \(t>0\), every energy below is multiplied by \(-t\), so the two band edges change places. `fccHop` acts on functions on all integer triples, but each hop preserves the parity of \(l+m+n\), so the same formula holds on the fcc sites alone.

```lean
/-- The nearest-neighbour hopping operator with unit amplitude. Sites of the face-centred cubic
lattice are the integer triples with even coordinate sum, a parity that all twelve hops preserve. -/
def fccHop (ψ : ℤ → ℤ → ℤ → ℂ) (l m n : ℤ) : ℂ :=
  (ψ (l + 1) (m + 1) n + ψ (l + 1) (m - 1) n + ψ (l - 1) (m + 1) n + ψ (l - 1) (m - 1) n)
  + (ψ l (m + 1) (n + 1) + ψ l (m + 1) (n - 1) + ψ l (m - 1) (n + 1) + ψ l (m - 1) (n - 1))
  + (ψ (l + 1) m (n + 1) + ψ (l + 1) m (n - 1) + ψ (l - 1) m (n + 1) + ψ (l - 1) m (n - 1))
```

Write \(\varphi_x(l)=e^{ilx}\) for the phase along one axis. The real numbers \(x,y,z\) are the wavevector components times half the lattice constant.

```lean
/-- The Bloch phase `exp(i l x)` along one axis. -/
def phase (x : ℝ) (l : ℤ) : ℂ := Complex.exp ((l : ℂ) * (x : ℂ) * I)
```

The plane wave is \(\Psi(l,m,n)=\varphi_x(l)\,\varphi_y(m)\,\varphi_z(n)\).

```lean
/-- The plane wave with dimensionless wavevector `(x, y, z)`. -/
def planeWave (x y z : ℝ) (l m n : ℤ) : ℂ := phase x l * phase y m * phase z n
```

The band energy, in units of the hopping amplitude, is \(E(x,y,z)=4(\cos x\cos y+\cos y\cos z+\cos z\cos x)\).

```lean
/-- The face-centred cubic band energy in units of the hopping amplitude. -/
def fccBand (x y z : ℝ) : ℝ :=
  4 * (Real.cos x * Real.cos y + Real.cos y * Real.cos z + Real.cos z * Real.cos x)
```

## (a) Neighbouring phases in one dimension

Show that \(\varphi_x(l+1)+\varphi_x(l-1)=2\cos x\,\varphi_x(l)\).

Since \(e^{i(l\pm1)x}=e^{\pm ix}e^{ilx}\), the sum is \((e^{ix}+e^{-ix})e^{ilx}=2\cos x\,e^{ilx}\). In the proof, `h1` and `h2` are the two shifts, and unfolding the complex cosine finishes the calculation.

```lean
/-- The Bloch phases one step forward and one step back add up to `2 cos x` times the
local phase. -/
theorem phase_neighbours (x : ℝ) (l : ℤ) :
    phase x (l + 1) + phase x (l - 1) = 2 * Complex.cos (x : ℂ) * phase x l := by
  have h1 : phase x (l + 1) = phase x l * Complex.exp ((x : ℂ) * I) := by
    unfold phase
    rw [← Complex.exp_add]
    congr 1
    push_cast
    ring
  have h2 : phase x (l - 1) = phase x l * Complex.exp (-(x : ℂ) * I) := by
    unfold phase
    rw [← Complex.exp_add]
    congr 1
    push_cast
    ring
  rw [h1, h2, Complex.cos]
  ring
```

## (b) Plane waves have energy E

Show that hopping multiplies \(\Psi\) by \(E(x,y,z)\) at every site.

The four neighbours in the \(xy\) plane factorise, and (a) applies to each factor:
\[
[\varphi_x(l+1)+\varphi_x(l-1)]\,[\varphi_y(m+1)+\varphi_y(m-1)]\,\varphi_z(n)=4\cos x\cos y\,\Psi(l,m,n).
\]
The other two planes give \(4\cos y\cos z\,\Psi\) and \(4\cos z\cos x\,\Psi\), and the three add up to \(E\Psi\). The `linear_combination` uses (a) twice for each plane.

This is an eigenvalue equation site by site on the infinite lattice, where plane waves are not normalisable. It makes no statement about the spectrum of an operator on square-summable states.

```lean
/-- Every plane wave is an eigenfunction of the hopping operator, with the band energy as
eigenvalue. -/
theorem fccHop_planeWave (x y z : ℝ) (l m n : ℤ) :
    fccHop (planeWave x y z) l m n = (fccBand x y z : ℂ) * planeWave x y z l m n := by
  have hx := phase_neighbours x l
  have hy := phase_neighbours y m
  have hz := phase_neighbours z n
  simp only [fccHop, planeWave, fccBand]
  push_cast
  -- each plane of four neighbours factorises into two one-dimensional sums
  linear_combination
    (phase y (m + 1) + phase y (m - 1)) * phase z n * hx
    + 2 * Complex.cos (x : ℂ) * phase x l * phase z n * hy
    + (phase z (n + 1) + phase z (n - 1)) * phase x l * hy
    + 2 * Complex.cos (y : ℂ) * phase y m * phase x l * hz
    + (phase z (n + 1) + phase z (n - 1)) * phase y m * hx
    + 2 * Complex.cos (x : ℂ) * phase x l * phase y m * hz
```

## (c) The energy above −4 as two products

With \(u=\cos x\), \(v=\cos y\), \(w=\cos z\), show that
\[
E+4=2\big[(1+u)(1+v)(1+w)+(1-u)(1-v)(1-w)\big].
\]

On expansion, the terms of odd degree cancel between the products, which leaves \(2+2(uv+vw+wu)\) in the bracket. Doubling gives \(4+E\).

```lean
/-- The energy measured from `-4` is twice the sum of two products, one of the three factors `1 +
cos` and one of the three factors `1 - cos`. -/
theorem fccBand_add_four (x y z : ℝ) :
    fccBand x y z + 4 =
      2 * ((1 + Real.cos x) * (1 + Real.cos y) * (1 + Real.cos z)
        + (1 - Real.cos x) * (1 - Real.cos y) * (1 - Real.cos z)) := by
  unfold fccBand
  ring
```

## (d) Both products are nonnegative

Show that neither product in (c) is negative.

Every cosine lies in \([-1,1]\), so all six factors are nonnegative. They appear as `p` and `q` in the proof.

```lean
/-- The two products in the energy measured from `-4` are nonnegative. -/
theorem edge_products_nonneg (x y z : ℝ) :
    0 ≤ (1 + Real.cos x) * (1 + Real.cos y) * (1 + Real.cos z) ∧
      0 ≤ (1 - Real.cos x) * (1 - Real.cos y) * (1 - Real.cos z) := by
  have p : ∀ t : ℝ, 0 ≤ 1 + Real.cos t := fun t => by linarith [Real.neg_one_le_cos t]
  have q : ∀ t : ℝ, 0 ≤ 1 - Real.cos t := fun t => by linarith [Real.cos_le_one t]
  exact ⟨mul_nonneg (mul_nonneg (p x) (p y)) (p z), mul_nonneg (mul_nonneg (q x) (q y)) (q z)⟩
```

## (e) The range of the band

Show that the values of \(E\) over all real \(x,y,z\) form exactly \([-4,12]\), that \(E(0,0,0)=12\), and that \(E(x,0,\pi)=-4\) for every \(x\).

Parts (c) and (d) give \(E\ge-4\). For the upper bound,
\[
12-E=2\big[(u-v)^2+(v-w)^2+(w-u)^2\big]+4\big[(1-u^2)+(1-v^2)+(1-w^2)\big]\ge0.
\]
`nlinarith` receives these squares and the bounds \(\cos^2\le1\).

Every value \(e\in[-4,12]\) occurs, because \(E(x,0,0)=4+8\cos x\) equals \(e\) at \(x=\arccos\frac{e-4}{8}\). At the origin \(E=4\cdot3=12\), and on the line \(E=4(\cos x-1-\cos x)=-4\).

In Lean, `Set.range` is the set of band energies and `Set.Icc (-4) 12` the closed interval. The bandwidth of 16 hopping amplitudes can serve as a check on a tight-binding code run for this one-orbital, nearest-neighbour model.

```lean
/-- The band energies fill exactly the interval from `-4` to `12`; the value at the origin is `12`,
and the value is `-4` on the whole line `(x, 0, π)`. -/
theorem fccBand_range_and_edges :
    Set.range (fun k : ℝ × ℝ × ℝ => fccBand k.1 k.2.1 k.2.2) = Set.Icc (-4) 12 ∧
      fccBand 0 0 0 = 12 ∧ ∀ x : ℝ, fccBand x 0 Real.pi = -4 := by
  refine ⟨?_, ?_, ?_⟩
  · ext e
    constructor
    · rintro ⟨⟨x, y, z⟩, rfl⟩
      change -4 ≤ fccBand x y z ∧ fccBand x y z ≤ 12
      constructor
      · linarith [fccBand_add_four x y z, (edge_products_nonneg x y z).1,
          (edge_products_nonneg x y z).2]
      · unfold fccBand
        nlinarith [sq_nonneg (Real.cos x - Real.cos y), sq_nonneg (Real.cos y - Real.cos z),
          sq_nonneg (Real.cos z - Real.cos x), Real.cos_sq_le_one x, Real.cos_sq_le_one y,
          Real.cos_sq_le_one z]
    · rintro ⟨h1, h2⟩
      -- along the axis (x, 0, 0) the energy is 4 + 8 cos x
      refine ⟨(Real.arccos ((e - 4) / 8), 0, 0), ?_⟩
      change fccBand (Real.arccos ((e - 4) / 8)) 0 0 = e
      unfold fccBand
      rw [Real.cos_arccos (by linarith) (by linarith), Real.cos_zero]
      ring
  · unfold fccBand
    rw [Real.cos_zero]
    norm_num
  · intro x
    unfold fccBand
    rw [Real.cos_zero, Real.cos_pi]
    ring
```

## (f) All wavevectors at the lower edge

Show that \(E=-4\) exactly when one of the cosines is \(1\) and another is \(-1\).

By (c) and (d), \(E=-4\) forces both products to vanish. The first then has a cosine equal to \(-1\), the second a cosine equal to \(1\). Conversely, two such cosines make both products zero. The third cosine is free, so this edge is reached along whole lines in wavevector space. In the proof, `p0` and `q0` are the vanishing products.

```lean
/-- The energy is `-4` exactly when one of the three cosines is `1` and another is `-1`. -/
theorem fccBand_eq_neg_four_iff (x y z : ℝ) :
    fccBand x y z = -4 ↔
      (Real.cos x = 1 ∨ Real.cos y = 1 ∨ Real.cos z = 1) ∧
        (Real.cos x = -1 ∨ Real.cos y = -1 ∨ Real.cos z = -1) := by
  have key := fccBand_add_four x y z
  obtain ⟨hp, hq⟩ := edge_products_nonneg x y z
  constructor
  · intro h
    -- both nonnegative products must vanish
    have p0 : (1 + Real.cos x) * (1 + Real.cos y) * (1 + Real.cos z) = 0 := by linarith
    have q0 : (1 - Real.cos x) * (1 - Real.cos y) * (1 - Real.cos z) = 0 := by linarith
    rw [mul_eq_zero, mul_eq_zero] at p0 q0
    constructor
    · rcases q0 with (h | h) | h
      · exact Or.inl (by linarith)
      · exact Or.inr (Or.inl (by linarith))
      · exact Or.inr (Or.inr (by linarith))
    · rcases p0 with (h | h) | h
      · exact Or.inl (by linarith)
      · exact Or.inr (Or.inl (by linarith))
      · exact Or.inr (Or.inr (by linarith))
  · rintro ⟨h1, h2⟩
    have q0 : (1 - Real.cos x) * (1 - Real.cos y) * (1 - Real.cos z) = 0 := by
      rcases h1 with h | h | h <;> rw [h] <;> ring
    have p0 : (1 + Real.cos x) * (1 + Real.cos y) * (1 + Real.cos z) = 0 := by
      rcases h2 with h | h | h <;> rw [h] <;> ring
    linarith
```

## (g) All wavevectors at the upper edge

Show that \(E=12\) exactly when the cosines are all \(1\) or all \(-1\).

If \(E=12\), every term in the formula for \(12-E\) in (e) vanishes, so \(u=v=w\) and \(u^2=1\); these are `exy`, `eyz` and `ex`. Conversely, either choice gives \(E=4\cdot3=12\).

The two cases are one physical state: at \((\pi,\pi,\pi)\) the wave is \((-1)^{l+m+n}\), which equals \(1\) on every fcc site, just as at the origin.

```lean
/-- The energy is `12` exactly when the three cosines are all `1` or all `-1`. -/
theorem fccBand_eq_twelve_iff (x y z : ℝ) :
    fccBand x y z = 12 ↔
      (Real.cos x = 1 ∧ Real.cos y = 1 ∧ Real.cos z = 1) ∨
        (Real.cos x = -1 ∧ Real.cos y = -1 ∧ Real.cos z = -1) := by
  unfold fccBand
  constructor
  · intro h
    have a := sq_nonneg (Real.cos x - Real.cos y)
    have b := sq_nonneg (Real.cos y - Real.cos z)
    have c := sq_nonneg (Real.cos z - Real.cos x)
    have hx := Real.cos_sq_le_one x
    have hy := Real.cos_sq_le_one y
    have hz := Real.cos_sq_le_one z
    -- the cosines coincide and have unit square
    have exy : (Real.cos x - Real.cos y) ^ 2 = 0 := by nlinarith
    have eyz : (Real.cos y - Real.cos z) ^ 2 = 0 := by nlinarith
    have ex : (Real.cos x - 1) * (Real.cos x + 1) = 0 := by nlinarith
    have dxy := pow_eq_zero_iff (two_ne_zero) |>.mp exy
    have dyz := pow_eq_zero_iff (two_ne_zero) |>.mp eyz
    rcases mul_eq_zero.mp ex with h1 | h1
    · exact Or.inl ⟨by linarith, by linarith, by linarith⟩
    · exact Or.inr ⟨by linarith, by linarith, by linarith⟩
  · rintro (⟨h1, h2, h3⟩ | ⟨h1, h2, h3⟩) <;> rw [h1, h2, h3] <;> norm_num

end

end FccTightBinding
```

```lean
#print axioms FccTightBinding.fccHop_planeWave
-- 'FccTightBinding.fccHop_planeWave' depends on axioms: [propext, Classical.choice, Quot.sound]
#print axioms FccTightBinding.fccBand_range_and_edges
-- 'FccTightBinding.fccBand_range_and_edges' depends on axioms: [propext, Classical.choice, Quot.sound]
#print axioms FccTightBinding.fccBand_eq_neg_four_iff
-- 'FccTightBinding.fccBand_eq_neg_four_iff' depends on axioms: [propext, Classical.choice, Quot.sound]
#print axioms FccTightBinding.fccBand_eq_twelve_iff
-- 'FccTightBinding.fccBand_eq_twelve_iff' depends on axioms: [propext, Classical.choice, Quot.sound]
```
